# Inverting a rigid motion preserves the weighted deviation between two structures

Two structures `x` and `y` are finite families of points in `d`-dimensional Euclidean space, matched index by index, with real weights `m i`. Their deviation under a rigid motion, which applies the linear isometry `R` (a rotation, possibly with reflection) to `x` and then shifts by `t`, is the square root of the weighted sum of squared distances to `y`, not divided by the total weight. The theorem states that moving `y` by the inverse motion, with linear part `R.symm` and shift `-(R.symm t)`, and comparing it with `x` gives the same deviation. The proof compares the sums term by term: each new displacement is minus the image under `R.symm` of the old one, and neither the sign nor the isometry changes its length.

In Lean, a first try:

```lean
import Mathlib

open Finset

namespace StructureSuperposition

noncomputable section

/-- Euclidean space of dimension `d`; molecules live in `Space 3`. -/
abbrev Space (d : ℕ) := EuclideanSpace ℝ (Fin d)

variable {ι : Type*} [Fintype ι] {d : ℕ}

/-- The weighted root of summed squares of a set of atomic displacements. -/
def massNorm (m : ι → ℝ) (v : ι → Space d) : ℝ :=
  √(∑ i, m i * ‖v i‖ ^ 2)

/-- The deviation from `y` of the structure `x` rotated by `R` and shifted by `t`. -/
def deviation (m : ι → ℝ) (R : Space d ≃ₗᵢ[ℝ] Space d) (t : Space d)
    (x y : ι → Space d) : ℝ :=
  massNorm m (fun i => R (x i) + t - y i)

/-- The inverse rigid motion superposes `y` on `x` with the same deviation. -/
theorem deviation_symm (m : ι → ℝ) (R : Space d ≃ₗᵢ[ℝ] Space d) (t : Space d)
    (x y : ι → Space d) :
    deviation m R.symm (-(R.symm t)) y x = deviation m R t x y := by
  unfold deviation massNorm
  congr 1
  refine sum_congr rfl fun i _ => ?_
  have h : R.symm (y i) + -(R.symm t) - x i = -(R.symm (R (x i) + t - y i)) := by
    rw [map_sub, map_add, R.symm_apply_apply]
    abel
  rw [h, norm_neg, R.symm.norm_map]

end

end StructureSuperposition
```

Messages:

```
Main.lean:33:6: error: Tactic `rewrite` failed: Did not find an occurrence of the pattern
  R.symm (y i) + -R.symm t - x i
in the target expression
  m i * ‖(fun i => R.symm (y i) + -R.symm t - x i) i‖ ^ 2 = m i * ‖(fun i => R (x i) + t - y i) i‖ ^ 2

ι : Type u_1
inst✝ : Fintype ι
d : ℕ
m : ι → ℝ
R : Space d ≃ₗᵢ[ℝ] Space d
t : Space d
x y : ι → Space d
i : ι
x✝ : i ∈ univ
h : R.symm (y i) + -R.symm t - x i = -R.symm (R (x i) + t - y i)
⊢ m i * ‖(fun i => R.symm (y i) + -R.symm t - x i) i‖ ^ 2 = m i * ‖(fun i => R (x i) + t - y i) i‖ ^ 2
```

Cause. The error is that `rw [h]` cannot find the left side of `h` in the goal. The identity `h` itself is proved without complaint.

The definition of `deviation` passes the displacements to `massNorm` as a function, and `massNorm` applies that function to `i`. After unfolding, the goal therefore contains `(fun i => R.symm (y i) + -R.symm t - x i) i`, an application not yet evaluated. The expression inside the function looks like the left side of `h`, but its `i` is the function's bound variable, whereas the `i` in `h` is the fixed index of the current term. `rw` searches for the pattern as written and does not first carry out the application, so it finds no match.

The added `show` line restates the goal with the functions on both sides applied to `i`. Lean accepts this because the two forms are equal by definition. The left side of `h` now appears explicitly, and the unchanged `rw` line rewrites it, then removes the minus sign and `R.symm` from inside the norm, which closes the goal.

The change, after which it compiles:

```diff
@@ -31,4 +31,5 @@
     rw [map_sub, map_add, R.symm_apply_apply]
     abel
+  show m i * ‖R.symm (y i) + -(R.symm t) - x i‖ ^ 2 = m i * ‖R (x i) + t - y i‖ ^ 2
   rw [h, norm_neg, R.symm.norm_map]
 
```
